# The swap test accepts two independent systems with certainty exactly when they are in the same pure state

Q: The swap test compares two independent quantum systems, one in state $\rho$ and one in state $\sigma$. An ancilla qubit starts in 0, passes a Hadamard gate, controls an exchange of the two systems and passes a second Hadamard gate. The test accepts if the ancilla is then found in 0. I want to know when acceptance is certain, but first tell me what you call a state.

A: A positive semidefinite complex matrix of trace one. The type `n` labels the basis states of one system. I assume that it is finite; its number of elements is the dimension $d$. Both systems have the same `n`.

```lean
import Mathlib

open Matrix
open scoped Kronecker ComplexOrder

namespace SwapTestCertainty

noncomputable section

variable {n : Type*} [Fintype n] [DecidableEq n]

/-- A density matrix: positive semidefinite with trace one. -/
structure IsDensity (ρ : Matrix n n ℂ) : Prop where
  posSemidef : ρ.PosSemidef
  trace_one : ρ.trace = 1
```

Q: And the test? If you define the acceptance probability by the textbook formula, you have assumed half the answer.

A: The formula is derived from the circuit. The swap gate $S$ acts on pairs of labels, with $S|i,j\rangle=|j,i\rangle$.

```lean
/-- The swap gate, which exchanges the two registers. -/
def swapGate : Matrix (n × n) (n × n) ℂ :=
  Matrix.of fun p q => if p.swap = q then 1 else 0
```

The ancilla appears as a block structure: the first copy of `n × n` in the sum type belongs to ancilla state 0, the second to state 1. The Hadamard gate mixes the blocks.

```lean
/-- The Hadamard gate on the ancilla; the two blocks are the ancilla states 0 and 1. -/
def hadamard : Matrix ((n × n) ⊕ (n × n)) ((n × n) ⊕ (n × n)) ℂ :=
  ((√2 : ℝ) : ℂ)⁻¹ • fromBlocks 1 1 1 (-1)
```

The controlled swap does nothing in block 0 and applies $S$ in block 1. With a Hadamard gate on either side, this gives the circuit matrix, which I call $W$.

```lean
/-- The swap test circuit: Hadamard, swap controlled by the ancilla, Hadamard. -/
def circuit : Matrix ((n × n) ⊕ (n × n)) ((n × n) ⊕ (n × n)) ℂ :=
  hadamard * fromBlocks 1 0 0 swapGate * hadamard
```

The input has $\rho\otimes\sigma$ in block 0 and zeros elsewhere. The probability of reading 0 is the trace of the output's block 0. Its Lean type is complex, but for density matrices the value is real.

```lean
/-- The probability that the ancilla, started in state 0, is found in state 0 after the
circuit has acted on the registers in the product state of `ρ` and `σ`. -/
def acceptance (ρ σ : Matrix n n ℂ) : ℂ :=
  (circuit * fromBlocks (ρ ⊗ₖ σ) 0 0 0 * circuitᴴ).toBlocks₁₁.trace
```

Q: Then multiply the circuit out.

A: That needs two facts about $S$. Exchanging twice restores every pair, so $S^2=1$, and the entries of $S$ are real and symmetric, so $S^\dagger=S$. Lean checks both entry by entry.

```lean
/-- The swap gate is Hermitian and is its own inverse. -/
theorem swapGate_involution :
    (swapGate : Matrix (n × n) (n × n) ℂ)ᴴ = swapGate ∧
      (swapGate : Matrix (n × n) (n × n) ℂ) * swapGate = 1 := by
  constructor
  · ext p q
    by_cases h : p.swap = q
    · subst h
      simp [swapGate]
    · have h' : ¬ q.swap = p := fun e => h (by rw [← e, Prod.swap_swap])
      simp [swapGate, h, h']
  · ext p q
    simp only [Matrix.mul_apply, swapGate, Matrix.of_apply, ite_mul, one_mul, zero_mul,
      Finset.sum_ite_eq, Finset.mem_univ, if_true, Prod.swap_swap, Matrix.one_apply]
```

The acceptance probability also needs a trace:
$$\operatorname{tr}\big(S(\rho\otimes\sigma)\big)=\sum_{i,j}(\rho\otimes\sigma)_{(j,i),(i,j)}=\sum_{i,j}\rho_{ji}\,\sigma_{ij}=\operatorname{tr}(\rho\sigma).$$
I call $\operatorname{tr}(\rho\sigma)$ the overlap; for mixed states it is in general not the fidelity. In the proof, `h` is the diagonal entry, and the rest reorders the double sum.

```lean
/-- The trace of the swap gate times a product operator is the overlap of the factors. -/
theorem trace_swapGate_mul (ρ σ : Matrix n n ℂ) :
    (swapGate * (ρ ⊗ₖ σ)).trace = (ρ * σ).trace := by
  have h : ∀ p : n × n, (swapGate * (ρ ⊗ₖ σ) : Matrix (n × n) (n × n) ℂ) p p =
      ρ p.2 p.1 * σ p.1 p.2 := by
    intro p
    simp only [Matrix.mul_apply, swapGate, Matrix.of_apply, ite_mul, one_mul, zero_mul,
      Finset.sum_ite_eq, Finset.mem_univ, if_true, kroneckerMap_apply, Prod.fst_swap,
      Prod.snd_swap]
  simp only [Matrix.trace, Matrix.diag_apply, h, Fintype.sum_prod_type]
  rw [Finset.sum_comm]
  simp only [Matrix.mul_apply]
```

Now the blocks multiply to
$$W=\tfrac12\begin{pmatrix}1+S&1-S\\1-S&1+S\end{pmatrix},$$
so block 0 of the output is $\tfrac14(1+S)(\rho\otimes\sigma)(1+S)$. By cyclicity of the trace and $(1+S)^2=2(1+S)$, its trace is
$$\tfrac12\operatorname{tr}\big((1+S)(\rho\otimes\sigma)\big)=\tfrac12\big(\operatorname{tr}\rho\,\operatorname{tr}\sigma+\operatorname{tr}(\rho\sigma)\big).$$
The steps `hC`, `hB` and `hR` are the circuit matrix, the output block and the squared factor.

```lean
/-- The circuit accepts with probability `(tr ρ tr σ + tr (ρ σ)) / 2`. -/
theorem acceptance_eq (ρ σ : Matrix n n ℂ) :
    acceptance ρ σ = (ρ.trace * σ.trace + (ρ * σ).trace) / 2 := by
  obtain ⟨hS, hSS⟩ := swapGate_involution (n := n)
  have h2 : ((√2 : ℝ) : ℂ)⁻¹ * ((√2 : ℝ) : ℂ)⁻¹ = 1 / 2 := by
    rw [← mul_inv, ← Complex.ofReal_mul, Real.mul_self_sqrt (by norm_num)]
    norm_num
  -- the circuit in block form
  have hC : (circuit : Matrix ((n × n) ⊕ (n × n)) _ ℂ) = (1 / 2 : ℂ) •
      fromBlocks (1 + swapGate) (1 - swapGate) (1 - swapGate) (1 + swapGate) := by
    rw [circuit, hadamard, Matrix.smul_mul, Matrix.smul_mul, Matrix.mul_smul, smul_smul, h2,
      fromBlocks_multiply, fromBlocks_multiply]
    congr 1
    simp [sub_eq_add_neg]
  -- the part of the output in which the ancilla reads 0
  have hB : (circuit * fromBlocks (ρ ⊗ₖ σ) 0 0 0 * circuitᴴ).toBlocks₁₁ =
      (1 / 4 : ℂ) • ((1 + swapGate) * (ρ ⊗ₖ σ) * (1 + swapGate)) := by
    rw [hC, conjTranspose_smul, fromBlocks_conjTranspose, Matrix.smul_mul, Matrix.smul_mul,
      Matrix.mul_smul, smul_smul, fromBlocks_multiply, fromBlocks_multiply, fromBlocks_smul,
      toBlocks_fromBlocks₁₁]
    simp only [Matrix.mul_zero, Matrix.zero_mul, add_zero, conjTranspose_add,
      conjTranspose_one, hS]
    congr 1
    norm_num
  have hR : (1 + swapGate) * ((1 + swapGate) * (ρ ⊗ₖ σ)) =
      (2 : ℂ) • (ρ ⊗ₖ σ + swapGate * (ρ ⊗ₖ σ)) := by
    calc _ = ρ ⊗ₖ σ + swapGate * (ρ ⊗ₖ σ) + swapGate * (ρ ⊗ₖ σ)
          + (swapGate * swapGate) * (ρ ⊗ₖ σ) := by noncomm_ring
      _ = _ := by rw [hSS, Matrix.one_mul]; module
  rw [acceptance, hB, trace_smul, trace_mul_comm, hR, trace_smul, trace_add,
    trace_swapGate_mul, trace_kronecker, smul_eq_mul, smul_eq_mul]
  ring
```

Q: So for density matrices, certainty means $\operatorname{tr}(\rho\sigma)=1$. For pure states I see at once that they must agree. Why can't two mixed states manage it?

A: Because the eigenvalues of a mixed state, its populations, are all below one, and the overlap can't exceed the largest of them. The proof uses a weaker fact, that no population of a density matrix exceeds one. Diagonalise $\rho=U\,\mathrm{diag}(p_i)\,U^\dagger$ with $U$ unitary and $p_i\ge0$. This is the spectral theorem, stated for any positive semidefinite matrix.

```lean
/-- A positive semidefinite matrix is diagonal, with nonnegative entries, in some
orthonormal basis. -/
theorem spectral_form {P : Matrix n n ℂ} (hP : P.PosSemidef) :
    ∃ (U : Matrix n n ℂ) (p : n → ℝ), U * Uᴴ = 1 ∧ (∀ i, 0 ≤ p i) ∧
      P = U * diagonal (fun i => (p i : ℂ)) * Uᴴ :=
  ⟨hP.isHermitian.eigenvectorUnitary, hP.isHermitian.eigenvalues,
    mem_unitaryGroup_iff.1 hP.isHermitian.eigenvectorUnitary.2,
    fun i => hP.eigenvalues_nonneg i, hP.isHermitian.spectral_theorem⟩
```

Taking square roots of the eigenvalues gives a factorisation $P=B^\dagger B$ of any such matrix, with $B=\mathrm{diag}(\sqrt{p_i})\,U^\dagger$.

```lean
/-- A positive semidefinite matrix has the form `Bᴴ B`. -/
theorem exists_factor {P : Matrix n n ℂ} (hP : P.PosSemidef) :
    ∃ B : Matrix n n ℂ, P = Bᴴ * B := by
  obtain ⟨U, p, -, hp, h⟩ := spectral_form hP
  have hD : diagonal (fun i => (p i : ℂ)) =
      (diagonal fun i => ((√(p i) : ℝ) : ℂ))ᴴ * diagonal fun i => ((√(p i) : ℝ) : ℂ) := by
    rw [diagonal_conjTranspose, diagonal_mul_diagonal]
    refine congrArg diagonal (funext fun i => ?_)
    rw [Pi.star_apply, RCLike.star_def, Complex.conj_ofReal, ← Complex.ofReal_mul,
      Real.mul_self_sqrt (hp i)]
  refine ⟨(diagonal fun i => ((√(p i) : ℝ) : ℂ)) * Uᴴ, ?_⟩
  rw [h, hD, conjTranspose_mul, conjTranspose_conjTranspose]
  simp only [Matrix.mul_assoc]
```

For a density matrix, $\sum_i p_i=1$ with nonnegative terms, so each $p_i\le1$. Hence $1-\rho=U\,\mathrm{diag}(1-p_i)\,U^\dagger$ is positive semidefinite too. In the proof, `hs` is the sum, `hle` the bound and `e` the diagonal form of $1-\rho$.

```lean
/-- A density matrix is bounded above by the identity. -/
theorem IsDensity.one_sub_posSemidef {ρ : Matrix n n ℂ} (hρ : IsDensity ρ) :
    (1 - ρ).PosSemidef := by
  obtain ⟨U, p, hU, hp, h⟩ := spectral_form hρ.posSemidef
  -- the populations are nonnegative and sum to one, so none exceeds one
  have hs : ∑ i, p i = 1 := by
    have ht := hρ.trace_one
    rw [h, trace_mul_comm, ← Matrix.mul_assoc, mul_eq_one_comm.1 hU, Matrix.one_mul,
      trace_diagonal] at ht
    exact_mod_cast ht
  have hle : ∀ i, p i ≤ 1 := fun i => by
    rw [← hs]
    exact Finset.single_le_sum (f := p) (fun j _ => hp j) (Finset.mem_univ i)
  have hd : diagonal (fun i => ((1 - p i : ℝ) : ℂ)) = 1 - diagonal (fun i => (p i : ℂ)) := by
    rw [← diagonal_one, diagonal_sub]
    simp only [Complex.ofReal_sub, Complex.ofReal_one]
  have e : 1 - ρ = U * diagonal (fun i => ((1 - p i : ℝ) : ℂ)) * Uᴴ := by
    rw [hd, Matrix.mul_sub, Matrix.sub_mul, Matrix.mul_one, hU, ← h]
  rw [e]
  exact (posSemidef_diagonal_iff.2 fun i =>
    Complex.zero_le_real.2 (sub_nonneg.2 (hle i))).mul_mul_conjTranspose_same U
```

Q: How does that help with a product of two matrices that may not commute?

A: Through a lemma on positive semidefinite $P$ and $Q$: if $\operatorname{tr}(PQ)=0$, then $PQ=0$. Write $P=C^\dagger C$ and $Q=D^\dagger D$. Then
$$0=\operatorname{tr}(C^\dagger C D^\dagger D)=\operatorname{tr}\big((CD^\dagger)^\dagger(CD^\dagger)\big),$$
which is the sum of the squared moduli of the entries of $CD^\dagger$. So $CD^\dagger=0$, and $PQ=C^\dagger(CD^\dagger)D=0$.

```lean
/-- Two positive semidefinite matrices with zero overlap have zero product. -/
theorem mul_eq_zero_of_trace {P Q : Matrix n n ℂ} (hP : P.PosSemidef) (hQ : Q.PosSemidef)
    (h : (P * Q).trace = 0) : P * Q = 0 := by
  obtain ⟨C, rfl⟩ := exists_factor hP
  obtain ⟨D, rfl⟩ := exists_factor hQ
  have h0 : ((C * Dᴴ)ᴴ * (C * Dᴴ)).trace = 0 := by
    rw [← h, conjTranspose_mul, conjTranspose_conjTranspose, Matrix.mul_assoc,
      trace_mul_comm]
    simp only [Matrix.mul_assoc]
  have hCD : C * Dᴴ = 0 := trace_conjTranspose_mul_self_eq_zero_iff.1 h0
  calc Cᴴ * C * (Dᴴ * D) = Cᴴ * (C * Dᴴ) * D := by simp only [Matrix.mul_assoc]
    _ = 0 := by rw [hCD, Matrix.mul_zero, Matrix.zero_mul]
```

Now let $\operatorname{tr}(\rho\sigma)=1$. Then $\operatorname{tr}((1-\rho)\sigma)=1-1=0$, and the lemma gives $\sigma=\rho\sigma$. With the roles exchanged, $\rho=\sigma\rho$, whose adjoint is $\rho=\rho\sigma$. Therefore $\rho=\sigma$, and $\rho^2=\rho$. Conversely, if $\rho=\sigma$ and $\rho^2=\rho$, the overlap is $\operatorname{tr}\rho=1$. In Lean, `h1` and `h2` are the two equations and `h3` is the adjoint.

```lean
/-- Two density matrices have overlap one exactly when they are equal and idempotent. -/
theorem overlap_eq_one_iff {ρ σ : Matrix n n ℂ} (hρ : IsDensity ρ) (hσ : IsDensity σ) :
    (ρ * σ).trace = 1 ↔ ρ = σ ∧ ρ * ρ = ρ := by
  constructor
  · intro h
    have h1 : (1 - ρ) * σ = 0 := mul_eq_zero_of_trace hρ.one_sub_posSemidef hσ.posSemidef
      (by rw [Matrix.sub_mul, Matrix.one_mul, trace_sub, hσ.trace_one, h, sub_self])
    have h2 : (1 - σ) * ρ = 0 := mul_eq_zero_of_trace hσ.one_sub_posSemidef hρ.posSemidef
      (by rw [Matrix.sub_mul, Matrix.one_mul, trace_sub, hρ.trace_one, trace_mul_comm, h,
        sub_self])
    rw [Matrix.sub_mul, Matrix.one_mul, sub_eq_zero] at h1 h2
    -- the adjoint of `ρ = σ ρ` is `ρ = ρ σ`
    have h3 := congrArg conjTranspose h2
    rw [conjTranspose_mul, hρ.posSemidef.isHermitian.eq, hσ.posSemidef.isHermitian.eq] at h3
    have e : ρ = σ := h3.trans h1.symm
    subst e
    exact ⟨rfl, h1.symm⟩
  · rintro ⟨rfl, h⟩
    rw [h, hρ.trace_one]
```

Q: Read me the final statement in words.

A: For density matrices `ρ` and `σ` of the same finite dimension, the circuit's acceptance probability equals one if and only if `ρ = σ` and `ρ * ρ = ρ`. The proof inserts the two unit traces into the circuit formula, which leaves $(1+\operatorname{tr}(\rho\sigma))/2=1$, and then uses the overlap theorem.

```lean
/-- The swap test accepts two density matrices with certainty exactly when they are the
same pure state, purity being the condition `ρ² = ρ`. -/
theorem acceptance_eq_one_iff {ρ σ : Matrix n n ℂ} (hρ : IsDensity ρ) (hσ : IsDensity σ) :
    acceptance ρ σ = 1 ↔ ρ = σ ∧ ρ * ρ = ρ := by
  rw [← overlap_eq_one_iff hρ hσ, acceptance_eq, hρ.trace_one, hσ.trace_one]
  constructor <;> intro h
  · linear_combination 2 * h
  · linear_combination h / 2
```

Q: I see no state vector there. Where is the pure state?

A: In $\rho^2=\rho$. The eigenvalues of such a matrix are 0 or 1, and trace one allows a single 1, so $\rho=|\psi\rangle\langle\psi|$ for a unit vector $\psi$. That last reading is ordinary linear algebra added here; the theorem stops at the idempotent matrix.

Q: Do you really need positivity? Suppose I have a reconstructed matrix that is Hermitian with trace one, but has a slightly negative eigenvalue.

A: Then the conclusion can fail, even if the other matrix is a proper density matrix. Take
$$\rho=\begin{pmatrix}1&0\\0&0\end{pmatrix},\qquad\sigma=\begin{pmatrix}1&x\\x&0\end{pmatrix},\qquad x\neq0\text{ real}.$$
Here $\operatorname{tr}(\rho\sigma)=1$, so the formula gives acceptance one, yet $\rho\ne\sigma$. The determinant $-x^2$ shows the negative eigenvalue, however small $x$ is.

Q: And in the laboratory?

A: The step left to you is the one from the exact probability of an ideal circuit to the counts of a real device: a finite run of acceptances doesn't establish probability one. For overlaps of molecular states prepared on a quantum computer, the result says, for independent finite-dimensional inputs and ideal gates, that a rejection need not mean the two preparations differ. They may be identical and mixed.

Q: How far below one can identical states fall?

A: Two maximally mixed states $1/d$ have overlap $1/d$, so they are accepted with probability $(1+1/d)/2$. That is $3/4$ for a qubit and approaches $1/2$ in large dimension; only for $d=1$, where the single state is pure, is it one. No identical pair falls lower, since $\operatorname{tr}\rho^2=\sum_i p_i^2\ge1/d$ for populations that sum to one; the theorem below proves only the value for maximally mixed states. Its proof computes the trace and applies the circuit formula.

```lean
/-- Two copies of the maximally mixed state in dimension `d ≥ 1` are accepted with
probability `(1 + 1/d) / 2`. -/
theorem acceptance_maximallyMixed [Nonempty n] :
    acceptance ((Fintype.card n : ℂ)⁻¹ • (1 : Matrix n n ℂ)) ((Fintype.card n : ℂ)⁻¹ • 1) =
      (1 + 1 / (Fintype.card n : ℂ)) / 2 := by
  have hd : (Fintype.card n : ℂ) ≠ 0 := Nat.cast_ne_zero.2 Fintype.card_ne_zero
  have ht : ((Fintype.card n : ℂ)⁻¹ • (1 : Matrix n n ℂ)).trace = 1 := by
    rw [trace_smul, Matrix.trace_one, smul_eq_mul, inv_mul_cancel₀ hd]
  rw [acceptance_eq, Matrix.smul_mul, Matrix.one_mul, ht, trace_smul, ht, smul_eq_mul]
  ring

end

end SwapTestCertainty
```

```lean
#print axioms SwapTestCertainty.acceptance_eq_one_iff
-- 'SwapTestCertainty.acceptance_eq_one_iff' depends on axioms: [propext, Classical.choice, Quot.sound]
#print axioms SwapTestCertainty.acceptance_maximallyMixed
-- 'SwapTestCertainty.acceptance_maximallyMixed' depends on axioms: [propext, Classical.choice, Quot.sound]
```
